# The lowest energy of free spinless fermions on a ring, and the twists that reach it

Put $N\ge 1$ free spinless fermions on a ring of length $L>0$, in plane waves that gain the phase $e^{2\pi i t}$ in one turn. In atomic units, and for particles with the mass of the electron, every Slater determinant of such orbitals has energy

$$E\;\ge\;\frac{\pi^2N(N^2-1)}{6L^2},$$

and some determinant attains this value exactly when $t+(N-1)/2$ is an integer. It follows that an odd number of particles reaches a lower energy with periodic boundaries ($t=0$) than with antiperiodic ones ($t=1/2$), and an even number does the opposite. For a simulation of a one-dimensional gas of non-interacting spinless fermions in a finite cell, this says which of the two boundary conditions gives the lower ground-state energy at a given particle number.

## Free particles that share one twist

The real number $t$ stands for the boundary condition $\psi(x+L)=e^{2\pi i t}\psi(x)$; for charged particles it can be produced by a magnetic flux through the ring. A plane wave $e^{ikx}$ obeys the condition when $kL=2\pi(t+n)$ with $n$ an integer, so the allowed wave numbers are $k_n=2\pi(t+n)/L$. Differentiating twice gives $-\tfrac12\psi''=\tfrac12k_n^2\psi$. Without interactions the energies add, and with $q_n=t+n$ a determinant that occupies the set $s$ of modes has

$$E=\sum_{n\in s}\frac{k_n^2}{2}=\frac{2\pi^2}{L^2}\sum_{n\in s}q_n^2 .$$

```lean
import Mathlib

namespace FreeRingBoundary

noncomputable section

/-- Wave number of mode `n` on a ring of length `L ≠ 0` with twist `t`
(`t = 0` periodic, `t = 1/2` antiperiodic). -/
def waveNumber (L t : ℝ) (n : ℤ) : ℝ := 2 * Real.pi * (t + n) / L

/-- The plane-wave orbital of mode `n` on a ring of length `L ≠ 0` with twist `t`. -/
def orbital (L t : ℝ) (n : ℤ) (x : ℝ) : ℂ :=
  Complex.exp (Complex.I * (waveNumber L t n : ℂ) * (x : ℂ))

/-- Kinetic energy, in atomic units, of spinless fermions occupying the modes in `s`
on a ring of length `L ≠ 0` with twist `t`. -/
def ringEnergy (L t : ℝ) (s : Finset ℤ) : ℝ := ∑ n ∈ s, waveNumber L t n ^ 2 / 2
```

In the code a determinant is represented by its occupied modes, a `Finset ℤ`, and `ringEnergy` takes the sum of $k_n^2/2$ as the definition of its energy. The function `orbital` is unnormalised; the normalised orbital is $L^{-1/2}e^{ik_nx}$, with the same wave number and energy. A general $N$-particle state is a superposition of determinants. These are orthogonal eigenstates of the kinetic energy, so the energy of a normalised superposition is a weighted average of theirs and obeys the same lower bound. This last step is not part of the Lean code.

It matters both that the particles are free and that they share one twist. With two or more particles, an attraction between them that acts at nonzero distance can take the energy below the floor if it is strong enough. If two particles could have different twists, the values $q=0$ and $q=0.1$ would give a sum of squares of $0.01$, while the bound for $N=2$ is $1/2$.

## A ring of nonzero length

The length fixes the spacing $2\pi/L$ of the wave numbers and sets the energy scale. The next definitions name the floor and a run of $N$ consecutive modes, and the theorem after them confirms the boundary condition.

```lean
/-- The energy `π² N (N² - 1) / (6 L²)`, for `L ≠ 0`. -/
def energyFloor (L : ℝ) (N : ℕ) : ℝ :=
  Real.pi ^ 2 * N * ((N : ℝ) ^ 2 - 1) / (6 * L ^ 2)

/-- The `N` consecutive modes `a, a + 1, …, a + N - 1`. -/
def fermiSea (a : ℤ) (N : ℕ) : Finset ℤ := Finset.Ico a (a + N)

/-- On a ring of length `L ≠ 0` each orbital gains the phase `exp (2πit)` in one turn. -/
theorem orbital_twist {L : ℝ} (hL : L ≠ 0) (t : ℝ) (n : ℤ) (x : ℝ) :
    orbital L t n (x + L) =
      Complex.exp (2 * Real.pi * t * Complex.I) * orbital L t n x := by
  have hkR : waveNumber L t n * L = 2 * Real.pi * (t + n) := by
    unfold waveNumber
    exact div_mul_cancel₀ _ hL
  have hkC : (waveNumber L t n : ℂ) * (L : ℂ) = 2 * Real.pi * (t + n) := by
    rw [← Complex.ofReal_mul, hkR]
    push_cast
    ring
  -- the integer part of the phase is a multiple of 2π
  have hphase : Complex.I * (waveNumber L t n : ℂ) * ((x + L : ℝ) : ℂ) =
      2 * Real.pi * t * Complex.I + Complex.I * (waveNumber L t n : ℂ) * (x : ℂ)
        + n * (2 * Real.pi * Complex.I) := by
    push_cast
    linear_combination Complex.I * hkC
  unfold orbital
  rw [hphase, Complex.exp_add, Complex.exp_add, Complex.exp_int_mul_two_pi_mul_I, mul_one]
```

By hand, $k_nL=2\pi(t+n)$ gives

$$e^{ik_n(x+L)}=e^{2\pi i t}\,e^{2\pi i n}\,e^{ik_nx}=e^{2\pi i t}e^{ik_nx}.$$

The proof uses `hL` to cancel $L$ in `hkR`, splits the exponent in `hphase`, and removes the factor $e^{2\pi i n}$ with `Complex.exp_int_mul_two_pi_mul_I`. At $L=0$ Lean's division by zero would make every wave number zero and the orbital constant, so the twist would fail for non-integer $t$. The theorems `ring_energy_floor` and `parity_rule` assume $L>0$, as suits a length, although only $L^2$ enters them.

## No two particles in the same mode

Pauli exclusion for spinless fermions means that the $N$ occupied integers are distinct. A `Finset` has no repeated elements, so this is built into the type, and `s.card` is the particle number.

Distinctness first enters through the width of the occupied set. Let $a$ and $b$ be its smallest and largest elements. The set lies among the $b-a+1$ integers from $a$ to $b$, so $N\le b-a+1$.

```lean
/-- A nonempty set of modes has members `a` and `b`, possibly equal, with `b - a` at least the
number of modes minus one. -/
theorem exists_edges {s : Finset ℤ} (hs : s.Nonempty) :
    ∃ a ∈ s, ∃ b ∈ s, (s.card : ℤ) ≤ b - a + 1 := by
  have hcard := Finset.card_le_card (fun n hn =>
    Finset.mem_Icc.2 ⟨s.min'_le n hn, s.le_max' n hn⟩ : s ⊆ Finset.Icc (s.min' hs) (s.max' hs))
  rw [Int.card_Icc] at hcard
  have hle := s.min'_le _ (s.max'_mem hs)
  exact ⟨s.min' hs, s.min'_mem hs, s.max' hs, s.max'_mem hs, by omega⟩
```

Now let $N\ge2$ and write $h=(N-1)/2$, $u=t+a$ and $v=t+b$, so that $v-u\ge 2h$. Expanding the squares gives

$$u^2+v^2=(u+h)^2+(v-h)^2+2h(v-u-2h)+2h^2\;\ge\;2h^2=\frac{(N-1)^2}{2}.$$

Remove $a$ and $b$. If the bound holds for the remaining $N-2$ modes, then

$$\sum_{n\in s} q_n^2\ge\frac{(N-1)^2}{2}+\frac{(N-2)(N-1)(N-3)}{12}
=\frac{(N-1)(N^2+N)}{12}=\frac{N(N^2-1)}{12}.$$

The induction starts from $N=0$, where both sides vanish, and $N=1$, where a square is compared with zero.

If equality holds for $N\ge2$, every non-negative term that was discarded must vanish. In particular $v=h$, that is $t+b=(N-1)/2$, and hence $t+(N-1)/2=N-1-b$ is an integer. For $N=1$ with occupied mode $c$, equality means $t+c=0$, so $t=-c$ is an integer.

```lean
/-- Any `N` distinct numbers in `t + ℤ` have sum of squares at least `N (N² - 1) / 12`, and
for `N ≥ 1` equality forces `t + (N - 1) / 2` to be an integer. -/
theorem sum_sq_ge (t : ℝ) (s : Finset ℤ) :
    (s.card : ℝ) * ((s.card : ℝ) ^ 2 - 1) / 12 ≤ ∑ n ∈ s, (t + n) ^ 2 ∧
    (s.Nonempty → ∑ n ∈ s, (t + n) ^ 2 = (s.card : ℝ) * ((s.card : ℝ) ^ 2 - 1) / 12 →
      ∃ m : ℤ, t + ((s.card : ℝ) - 1) / 2 = m) := by
  induction s using Finset.strongInduction with
  | H s ih =>
    rcases Nat.lt_or_ge s.card 2 with h | h
    · rcases s.eq_empty_or_nonempty with rfl | hs
      · simp
      · have hpos := Finset.card_pos.2 hs
        obtain ⟨c, rfl⟩ := Finset.card_eq_one.1 (by omega : s.card = 1)
        simp only [Finset.sum_singleton, Finset.card_singleton, Nat.cast_one]
        refine ⟨by nlinarith [sq_nonneg (t + (c : ℝ))], fun _ he => ⟨-c, ?_⟩⟩
        have h0 : t + (c : ℝ) = 0 := (pow_eq_zero_iff two_ne_zero).1 (by rw [he]; norm_num)
        push_cast
        linarith
    · obtain ⟨a, ha, b, hb, hw⟩ := exists_edges (Finset.card_pos.1 (by omega : 0 < s.card))
      have hb' : b ∈ s.erase a := Finset.mem_erase.2 ⟨by omega, hb⟩
      -- remove the outermost pair and use the bound for the rest
      have e1 := Finset.add_sum_erase s (fun n : ℤ => (t + (n : ℝ)) ^ 2) ha
      have e2 := Finset.add_sum_erase (s.erase a) (fun n : ℤ => (t + (n : ℝ)) ^ 2) hb'
      have c1 := Finset.card_erase_add_one ha
      have c2 := Finset.card_erase_add_one hb'
      have hr := (ih ((s.erase a).erase b)
        ((Finset.erase_subset _ _).trans_ssubset (Finset.erase_ssubset ha))).1
      have hsum : ∑ n ∈ s, (t + (n : ℝ)) ^ 2 = (t + a) ^ 2 + (t + b) ^ 2 +
          ∑ n ∈ (s.erase a).erase b, (t + (n : ℝ)) ^ 2 := by linarith
      have hc : s.card = ((s.erase a).erase b).card + 2 := by omega
      have hcR : (s.card : ℝ) = (((s.erase a).erase b).card : ℝ) + 2 := by exact_mod_cast hc
      have hwR : (s.card : ℝ) ≤ (b : ℝ) - a + 1 := by exact_mod_cast hw
      have hm : (0 : ℝ) ≤ (s.card : ℝ) - 1 := by rw [hcR]; linarith [
        (Nat.cast_nonneg _ : (0 : ℝ) ≤ (((s.erase a).erase b).card : ℝ))]
      have hgap := mul_nonneg hm (sub_nonneg.2 hwR)
      have hlow := sq_nonneg (t + a + ((s.card : ℝ) - 1) / 2)
      have hhigh := sq_nonneg (t + b - ((s.card : ℝ) - 1) / 2)
      rw [hcR] at hgap hlow hhigh
      rw [hsum, hcR]
      refine ⟨by nlinarith, fun _ he => ⟨(((s.erase a).erase b).card : ℤ) + 1 - b, ?_⟩⟩
      -- equality pins the upper edge at (N - 1) / 2
      have hz := (pow_eq_zero_iff two_ne_zero).1 (le_antisymm (by nlinarith) hhigh)
      push_cast
      linarith
```

The device that lets two particles leave at once is `Finset.strongInduction`. The usual induction on finite sets adds one element at a time, whereas here the hypothesis `ih` is available for every proper subset of `s`. The proof applies it to `(s.erase a).erase b`, with a short chain of inclusions showing that this subset is proper. Only the first half of `ih`, the inequality, is needed: the equality case is settled by the outermost pair alone.

The facts `hlow`, `hhigh` and `hgap` state that the three terms discarded from the identity for $u^2+v^2$ are non-negative, and `hr` is the bound for the remaining modes. From these `nlinarith` assembles the inequality. In the equality case `hz` states $v-h=0$, and the integer is supplied explicitly.

If particles could share a mode, the bound would fail for every $N\ge2$: at $t=0$ all of them could sit at zero momentum with zero energy. Spin has this effect already for two electrons, since opposite spins can share the mode $k=0$.

## A twist that centres the Fermi sea

The condition that $t+(N-1)/2$ is an integer means that $N$ consecutive modes can be placed symmetrically about zero momentum. It was shown above to be necessary for equality. For the converse, the sum over a run starting at $a$, with $q=t+a$, is

$$\sum_{j=0}^{N-1}(q+j)^2=Nq^2+qN(N-1)+\frac{N(N-1)(2N-1)}{6}.$$

```lean
/-- Sum of squares over `N` consecutive modes starting at `a`, with twist `t`. -/
theorem sum_fermiSea (t : ℝ) (a : ℤ) (N : ℕ) :
    ∑ n ∈ fermiSea a N, (t + n) ^ 2 =
      N * (t + a) ^ 2 + (t + a) * N * (N - 1) + N * (N - 1) * (2 * N - 1) / 6 := by
  induction N with
  | zero => simp [fermiSea]
  | succ N ih =>
    have hins : fermiSea a (N + 1) = insert (a + (N : ℤ)) (fermiSea a N) := by
      ext n
      simp only [fermiSea, Finset.mem_insert, Finset.mem_Ico]
      omega
    rw [hins, Finset.sum_insert (by simp [fermiSea]), ih]
    push_cast
    ring
```

Lean proves this by adding the mode $a+N$ to the run. If $t+(N-1)/2=m$, choose $a=-m$. Then $q=-(N-1)/2$, and the sum becomes

$$N(N-1)\left[-\frac{N-1}{4}+\frac{2N-1}{6}\right]=\frac{N(N^2-1)}{12}.$$

Without the condition the inequality still holds, but it is strict for every determinant.

## At least one particle

The energy theorem follows on multiplying the sums of squares by $2\pi^2/L^2$.

```lean
/-- The ring energy is `2π²/L²` times the sum of squares of the shifted modes. -/
theorem ringEnergy_eq (L t : ℝ) (s : Finset ℤ) :
    ringEnergy L t s = 2 * Real.pi ^ 2 / L ^ 2 * ∑ n ∈ s, (t + n) ^ 2 := by
  unfold ringEnergy waveNumber
  rw [Finset.mul_sum]
  refine Finset.sum_congr rfl fun n _ => ?_
  ring

/-- For `N ≥ 1` spinless free fermions on a ring of length `L > 0` with twist `t`, the energy
is at least `π² N (N² - 1) / (6 L²)`, and some choice of occupied modes attains this value
exactly when `t + (N - 1) / 2` is an integer. -/
theorem ring_energy_floor {L : ℝ} (hL : 0 < L) (t : ℝ) {N : ℕ} (hN : 1 ≤ N) :
    (∀ s : Finset ℤ, s.card = N → energyFloor L N ≤ ringEnergy L t s) ∧
    ((∃ s : Finset ℤ, s.card = N ∧ ringEnergy L t s = energyFloor L N) ↔
      ∃ m : ℤ, t + ((N : ℝ) - 1) / 2 = m) := by
  have hc : 0 < 2 * Real.pi ^ 2 / L ^ 2 := by positivity
  have hf : energyFloor L N =
      2 * Real.pi ^ 2 / L ^ 2 * ((N : ℝ) * ((N : ℝ) ^ 2 - 1) / 12) := by
    unfold energyFloor
    field_simp
    ring
  refine ⟨?_, ?_, ?_⟩
  · rintro s rfl
    rw [hf, ringEnergy_eq]
    exact mul_le_mul_of_nonneg_left (sum_sq_ge t s).1 hc.le
  · rintro ⟨s, rfl, h⟩
    rw [hf, ringEnergy_eq] at h
    exact (sum_sq_ge t s).2 (Finset.card_pos.1 hN) (mul_left_cancel₀ hc.ne' h)
  · rintro ⟨m, hm⟩
    -- fill a Fermi sea centred at zero momentum
    have hx : t + ((-m : ℤ) : ℝ) = -(((N : ℝ) - 1) / 2) := by
      push_cast
      linarith
    refine ⟨fermiSea (-m) N, by simp [fermiSea], ?_⟩
    rw [hf, ringEnergy_eq, sum_fermiSea, hx]
    ring
```

The first part of `ring_energy_floor` reads: every set of $N$ modes has energy at least `energyFloor L N`. The second part is an equivalence between the existence of a set that attains this value and the existence of an integer `m` equal to $t+(N-1)/2$. In the proof, `hf` rewrites the floor as the common factor times $N(N^2-1)/12$. The positivity of that factor, `hc`, carries the inequality over to energies and allows the factor to be cancelled in the equality. The last branch fills the centred sea `fermiSea (-m) N`.

The hypothesis `hN` is used where equality must yield an integer, because the argument needs an occupied mode. With $N=0$ the empty set has energy zero and attains the floor for every $t$, although $t-1/2$ is usually not an integer. The lower bound itself would survive.

For $N=1$ the floor is zero, and it is reached only when $t$ is an integer, so that the particle can have zero momentum. For $N=2$ the floor is $\pi^2/L^2$. Antiperiodic boundaries reach it with $q=\pm1/2$, while the best periodic choice, $q=0$ and $q=1$, costs twice as much.

## Odd or even particle number

The parity of $N$ decides which of the two boundary conditions allows a centred sea. If $N=2k+1$, then $(N-1)/2=k$, so $t=0$ satisfies the integer condition and $t=1/2$ does not. If $N=2k$, then $(N-1)/2=k-1/2$, and the roles are exchanged. The favoured twist has a determinant exactly at the floor. Every determinant of the other twist lies at or above the floor and cannot equal it, so it lies strictly higher.

```lean
/-- On a ring of length `L > 0` with `N ≥ 1` spinless free fermions: for odd `N` some choice of `N`
occupied modes with periodic boundaries has lower energy than every choice of `N` modes with
antiperiodic boundaries, and for even `N` the same holds with the two boundaries exchanged. -/
theorem parity_rule {L : ℝ} (hL : 0 < L) {N : ℕ} (hN : 1 ≤ N) :
    (Odd N → ∃ s : Finset ℤ, s.card = N ∧
      ∀ s' : Finset ℤ, s'.card = N → ringEnergy L 0 s < ringEnergy L (1 / 2) s') ∧
    (Even N → ∃ s : Finset ℤ, s.card = N ∧
      ∀ s' : Finset ℤ, s'.card = N → ringEnergy L (1 / 2) s < ringEnergy L 0 s') := by
  -- a twist that reaches the floor beats every twist that does not
  have key : ∀ t t' : ℝ, (∃ m : ℤ, t + ((N : ℝ) - 1) / 2 = m) →
      (¬ ∃ m : ℤ, t' + ((N : ℝ) - 1) / 2 = m) →
      ∃ s : Finset ℤ, s.card = N ∧
        ∀ s' : Finset ℤ, s'.card = N → ringEnergy L t s < ringEnergy L t' s' := by
    intro t t' ht ht'
    obtain ⟨s, hs, he⟩ := (ring_energy_floor hL t hN).2.2 ht
    refine ⟨s, hs, fun s' hs' => ?_⟩
    rw [he]
    exact lt_of_le_of_ne ((ring_energy_floor hL t' hN).1 s' hs')
      fun h => ht' ((ring_energy_floor hL t' hN).2.1 ⟨s', hs', h.symm⟩)
  constructor
  · rintro ⟨k, hk⟩
    have hkR : (N : ℝ) = 2 * k + 1 := by exact_mod_cast hk
    refine key 0 (1 / 2) ⟨k, by push_cast; linarith⟩ ?_
    rintro ⟨m, hm⟩
    have h2 : 2 * (k : ℝ) + 1 = 2 * m := by linarith
    have h3 : 2 * (k : ℤ) + 1 = 2 * m := by exact_mod_cast h2
    omega
  · rintro ⟨k, hk⟩
    have hkR : (N : ℝ) = k + k := by exact_mod_cast hk
    refine key (1 / 2) 0 ⟨k, by push_cast; linarith⟩ ?_
    rintro ⟨m, hm⟩
    have h2 : 2 * (k : ℝ) = 2 * m + 1 := by linarith
    have h3 : 2 * (k : ℤ) = 2 * m + 1 := by exact_mod_cast h2
    omega

end

end FreeRingBoundary
```

The auxiliary statement `key` is this comparison for any two twists of which one satisfies the integer condition and the other does not. The two parity cases then supply the integer `k` for the favoured twist, and `omega` excludes the other by noting that an odd integer is not even. Here too $N\ge1$ is needed: zero is even, and the empty ring has zero energy under both boundary conditions, so no strict inequality could hold.

```lean
#print axioms FreeRingBoundary.orbital_twist
#print axioms FreeRingBoundary.ring_energy_floor
#print axioms FreeRingBoundary.parity_rule
```

```
'FreeRingBoundary.orbital_twist' depends on axioms: [propext, Classical.choice, Quot.sound]
'FreeRingBoundary.ring_energy_floor' depends on axioms: [propext, Classical.choice, Quot.sound]
'FreeRingBoundary.parity_rule' depends on axioms: [propext, Classical.choice, Quot.sound]
```
